# Robust density fitting with one common orthogonal fitting space gives a positive semidefinite matrix

Let $f_i$ be vectors in a real or complex inner product space and let $g_i$ be any approximations to them. The robust fitted matrix

$$R_{ij} = \langle g_i, f_j\rangle + \langle f_i, g_j\rangle - \langle g_i, g_j\rangle$$

equals the Gram matrix of the $f_i$ minus the Gram matrix of the residuals $f_i - g_i$. For finitely many vectors, $R$ is positive semidefinite if every $g_i$ is the orthogonal fit of $f_i$ in one common subspace. If each $f_i$ has its own subspace, this can fail: fitting $(3,2)$ on the first axis and $(2,3)$ on the second gives a matrix with eigenvalue $-3$.

## Fitted exchange integrals and the sign of a self-repulsion

In a Gaussian-basis exchange code that uses density fitting, $f_i$ is a product of two basis functions, $g_i$ is its expansion in auxiliary functions, and the inner product is the Coulomb repulsion $\langle f, g\rangle = \iint f^*(\mathbf r)\,g(\mathbf r')/|\mathbf r-\mathbf r'|\,d\mathbf r\,d\mathbf r'$. The exact two-electron integrals form the Gram matrix of the products. The robust formula replaces it by $R$, whose error is quadratic in the residuals.

For coefficients $c_i$, the number $\sum_{ij} c_i^* R_{ij} c_j$ is the fitted self-repulsion of the charge distribution $\sum_i c_i f_i$. Exchange integrals over molecular orbitals are self-repulsions of this kind, and their exact values are never negative. For a finite set of products, a common auxiliary space with Coulomb-orthogonal fits preserves that sign, whereas local fitting, in which the auxiliary set can differ from product to product, carries no such general guarantee.

The diagonal of $R$ does not reveal the problem. With orthogonal fits $R_{ii} = \|g_i\|^2 \ge 0$, even when the fitting spaces differ. A test of positivity for a local scheme with orthogonal fits therefore has to look at combinations of products, for example through the lowest eigenvalue of $R$.

## From residuals to the positivity criterion

Expand the inner product of two residuals:

$$\langle f_i-g_i, f_j-g_j\rangle = \langle f_i,f_j\rangle - \langle f_i,g_j\rangle - \langle g_i,f_j\rangle + \langle g_i,g_j\rangle = \langle f_i,f_j\rangle - R_{ij}.$$

Rearranged, this is the Gram difference. It uses no property of the fits.

For any finite family $v_i$, with the inner product conjugate-linear in its first argument,

$$\sum_{ij} c_i^*\langle v_i,v_j\rangle c_j = \Big\langle \sum_i c_i v_i, \sum_j c_j v_j\Big\rangle = \Big\|\sum_i c_i v_i\Big\|^2.$$

Applying this to both Gram matrices gives

$$\sum_{ij} c_i^* R_{ij} c_j = \Big\|\sum_i c_i f_i\Big\|^2 - \Big\|\sum_i c_i (f_i-g_i)\Big\|^2.$$

Since $R$ is Hermitian, it is positive semidefinite exactly when no combination of residuals is longer than the same combination of products.

Now let all $g_i$ lie in one subspace $K$, with every residual orthogonal to $K$. Then $f_j-g_j$ is orthogonal to $g_i$ for every pair $i,j$, so $\langle g_i,f_j\rangle = \langle g_i,g_j\rangle$. Likewise $\langle f_i,g_j\rangle = \langle g_i,g_j\rangle$. Two of the three terms cancel and $R_{ij} = \langle g_i,g_j\rangle$, which is a Gram matrix and hence positive semidefinite.

### Two ways to lose positivity

Keep orthogonality but give up the common space. Take $f_0=(3,2)$ with fit $g_0=(3,0)$ on the first axis, and $f_1=(2,3)$ with fit $g_1=(0,3)$ on the second. Each diagonal entry is $9+9-9=9$, and each off-diagonal entry is $6+6-0=12$:

$$R = \begin{pmatrix} 9 & 12\\ 12 & 9\end{pmatrix},\qquad R\begin{pmatrix}1\\-1\end{pmatrix} = -3\begin{pmatrix}1\\-1\end{pmatrix}.$$

For the normalised vector $(1,-1)/\sqrt2$, the combined product has squared length $1$ and the combined residual has squared length $4$. The difference is the eigenvalue $-3$.

Keep the common space but give up orthogonality. On the real line with $K$ the whole line, take the single product $f=1$ and the poor fit $g=3$. Then $R = 3+3-9 = -3$.

## The Lean file

```lean
import Mathlib

open Matrix

namespace RobustExchangeFitting

noncomputable section

variable {𝕜 V ι : Type*} [RCLike 𝕜] [NormedAddCommGroup V] [InnerProductSpace 𝕜 V]

/-- The robust fitted matrix of the products `f i` with fits `g i`:
`⟨g i, f j⟩ + ⟨f i, g j⟩ - ⟨g i, g j⟩`. -/
def robustMatrix (𝕜 : Type*) {V ι : Type*} [RCLike 𝕜] [NormedAddCommGroup V]
    [InnerProductSpace 𝕜 V] (f g : ι → V) : Matrix ι ι 𝕜 :=
  Matrix.of fun i j => inner 𝕜 (g i) (f j) + inner 𝕜 (f i) (g j) - inner 𝕜 (g i) (g j)

/-- `g` is the orthogonal fit of `f` in the fitting space `K`: it lies in `K`, and the
residual `f - g` is orthogonal to `K`. -/
def IsOrthFit (K : Submodule 𝕜 V) (f g : V) : Prop :=
  g ∈ K ∧ ∀ k ∈ K, inner 𝕜 k (f - g) = 0

/-- For arbitrary fits, the robust matrix is the exact Gram matrix of the products minus
the Gram matrix of the fitting residuals. -/
theorem robustMatrix_eq_gram_sub_gram (f g : ι → V) :
    robustMatrix 𝕜 f g = Matrix.gram 𝕜 f - Matrix.gram 𝕜 (fun i => f i - g i) := by
  ext i j
  simp only [robustMatrix, Matrix.of_apply, Matrix.sub_apply, Matrix.gram_apply,
    inner_sub_left, inner_sub_right]
  ring

/-- The quadratic form of a Gram matrix is the squared norm of the corresponding linear
combination of vectors. -/
theorem gram_quadraticForm [Fintype ι] (v : ι → V) (c : ι → 𝕜) :
    star c ⬝ᵥ (Matrix.gram 𝕜 v *ᵥ c) = ((‖∑ i, c i • v i‖ ^ 2 : ℝ) : 𝕜) := by
  have h := inner_self_eq_norm_sq_to_K (𝕜 := 𝕜) (∑ i, c i • v i)
  rw [RCLike.ofReal_pow, ← h, sum_inner]
  simp only [dotProduct, Matrix.mulVec, Pi.star_apply, Matrix.gram_apply, inner_sum,
    inner_smul_left, inner_smul_right, Finset.mul_sum]
  refine Finset.sum_congr rfl fun i _ => Finset.sum_congr rfl fun j _ => ?_
  rw [RCLike.star_def]
  ring

/-- The quadratic form of the robust matrix is the squared norm of the combined product
minus the squared norm of the combined residual. -/
theorem robustMatrix_quadraticForm [Fintype ι] (f g : ι → V) (c : ι → 𝕜) :
    star c ⬝ᵥ (robustMatrix 𝕜 f g *ᵥ c) =
      ((‖∑ i, c i • f i‖ ^ 2 - ‖∑ i, c i • (f i - g i)‖ ^ 2 : ℝ) : 𝕜) := by
  rw [robustMatrix_eq_gram_sub_gram, Matrix.sub_mulVec, dotProduct_sub,
    gram_quadraticForm, gram_quadraticForm, RCLike.ofReal_sub]

section Positivity

open scoped ComplexOrder

/-- The robust matrix is positive semidefinite exactly when every linear combination of
residuals is at most as long as the same combination of the products. -/
theorem robustMatrix_posSemidef_iff [Fintype ι] (f g : ι → V) :
    (robustMatrix 𝕜 f g).PosSemidef ↔
      ∀ c : ι → 𝕜, ‖∑ i, c i • (f i - g i)‖ ≤ ‖∑ i, c i • f i‖ := by
  have hG : ∀ v : ι → V, (Matrix.gram 𝕜 v).PosSemidef := fun v => by
    apply Matrix.posSemidef_gram
  have hH : (robustMatrix 𝕜 f g).IsHermitian := by
    rw [robustMatrix_eq_gram_sub_gram]
    exact (hG _).isHermitian.sub (hG _).isHermitian
  rw [Matrix.posSemidef_iff_dotProduct_mulVec]
  constructor
  · rintro ⟨-, h⟩ c
    have hc := h c
    rw [robustMatrix_quadraticForm, RCLike.ofReal_nonneg, sub_nonneg] at hc
    exact (sq_le_sq₀ (norm_nonneg _) (norm_nonneg _)).1 hc
  · intro h
    refine ⟨hH, fun c => ?_⟩
    rw [robustMatrix_quadraticForm, RCLike.ofReal_nonneg, sub_nonneg]
    exact (sq_le_sq₀ (norm_nonneg _) (norm_nonneg _)).2 (h c)

/-- If all products are fitted orthogonally in one common space, the robust matrix is the
Gram matrix of the fits, and it is positive semidefinite. -/
theorem robustMatrix_common_fit [Fintype ι] (K : Submodule 𝕜 V) (f g : ι → V)
    (h : ∀ i, IsOrthFit K (f i) (g i)) :
    robustMatrix 𝕜 f g = Matrix.gram 𝕜 g ∧ (robustMatrix 𝕜 f g).PosSemidef := by
  have key : robustMatrix 𝕜 f g = Matrix.gram 𝕜 g := by
    ext i j
    -- each residual is orthogonal to every fit, not only to its own
    have h1 := (h j).2 (g i) (h i).1
    have h2 := inner_eq_zero_symm.1 ((h i).2 (g j) (h j).1)
    rw [inner_sub_right] at h1
    rw [inner_sub_left] at h2
    simp only [robustMatrix, Matrix.of_apply, Matrix.gram_apply]
    linear_combination h1 + h2
  refine ⟨key, ?_⟩
  rw [key]
  apply Matrix.posSemidef_gram

/-- Fitting all products with one common orthogonal projector gives a positive
semidefinite robust matrix. -/
theorem robustMatrix_projector_posSemidef [Fintype ι] (K : Submodule 𝕜 V)
    [K.HasOrthogonalProjection] (f : ι → V) :
    (robustMatrix 𝕜 f (fun i => K.starProjection (f i))).PosSemidef := by
  refine (robustMatrix_common_fit K f _ fun i => ⟨?_, ?_⟩).2
  · apply Submodule.starProjection_apply_mem
  · exact (Submodule.mem_orthogonal K _).1
      (by apply Submodule.sub_starProjection_mem_orthogonal)

end Positivity

/-- Two model products in the plane, `(3, 2)` and `(2, 3)`. -/
def localProducts : Fin 2 → EuclideanSpace ℝ (Fin 2) := ![!₂[3, 2], !₂[2, 3]]

/-- Their fits `(3, 0)` and `(0, 3)`. -/
def localFits : Fin 2 → EuclideanSpace ℝ (Fin 2) := ![!₂[3, 0], !₂[0, 3]]

/-- The first model fit is the orthogonal fit on the first axis, the second is the
orthogonal fit on the second axis. -/
theorem localFits_isOrthFit :
    IsOrthFit (Submodule.span ℝ {(!₂[1, 0] : EuclideanSpace ℝ (Fin 2))})
      (localProducts 0) (localFits 0) ∧
    IsOrthFit (Submodule.span ℝ {(!₂[0, 1] : EuclideanSpace ℝ (Fin 2))})
      (localProducts 1) (localFits 1) := by
  refine ⟨⟨Submodule.mem_span_singleton.2 ⟨3, ?_⟩, fun k hk => ?_⟩,
    ⟨Submodule.mem_span_singleton.2 ⟨3, ?_⟩, fun k hk => ?_⟩⟩
  · ext i
    fin_cases i <;> simp [localFits]
  · obtain ⟨a, rfl⟩ := Submodule.mem_span_singleton.1 hk
    simp [localProducts, localFits, PiLp.inner_apply, Fin.sum_univ_two]
  · ext i
    fin_cases i <;> simp [localFits]
  · obtain ⟨a, rfl⟩ := Submodule.mem_span_singleton.1 hk
    simp [localProducts, localFits, PiLp.inner_apply, Fin.sum_univ_two]

/-- The robust matrix of the two model products with their separate fits has rows
`(9, 12)` and `(12, 9)`. -/
theorem robustMatrix_local :
    robustMatrix ℝ localProducts localFits = !![9, 12; 12, 9] := by
  ext i j
  fin_cases i <;> fin_cases j <;>
    norm_num [robustMatrix, localProducts, localFits, PiLp.inner_apply, Fin.sum_univ_two]

/-- With separate fitting spaces positivity can fail: in the model, `(1, -1)` is an
eigenvector of the robust matrix with eigenvalue `-3`, and the matrix is not positive
semidefinite. -/
theorem robustMatrix_local_not_posSemidef :
    robustMatrix ℝ localProducts localFits *ᵥ ![1, -1] = (-3 : ℝ) • ![1, -1] ∧
      ¬ (robustMatrix ℝ localProducts localFits).PosSemidef := by
  have he : robustMatrix ℝ localProducts localFits *ᵥ ![1, -1] = (-3 : ℝ) • ![1, -1] := by
    rw [robustMatrix_local]
    ext i
    fin_cases i <;> norm_num [Matrix.mulVec, dotProduct, Fin.sum_univ_two]
  refine ⟨he, fun h => ?_⟩
  -- the quadratic form at the eigenvector is negative
  have h0 := h.dotProduct_mulVec_nonneg ![1, -1]
  rw [he] at h0
  norm_num [dotProduct, Fin.sum_univ_two] at h0

end

end RobustExchangeFitting
```

```lean
#print axioms RobustExchangeFitting.robustMatrix_posSemidef_iff
#print axioms RobustExchangeFitting.robustMatrix_projector_posSemidef
#print axioms RobustExchangeFitting.localFits_isOrthFit
#print axioms RobustExchangeFitting.robustMatrix_local_not_posSemidef
```

```
'RobustExchangeFitting.robustMatrix_posSemidef_iff' depends on axioms: [propext, Classical.choice, Quot.sound]
'RobustExchangeFitting.robustMatrix_projector_posSemidef' depends on axioms: [propext, Classical.choice, Quot.sound]
'RobustExchangeFitting.localFits_isOrthFit' depends on axioms: [propext, Classical.choice, Quot.sound]
'RobustExchangeFitting.robustMatrix_local_not_posSemidef' depends on axioms: [propext, Classical.choice, Quot.sound]
```

## What the theorems cover, and where a code can depart from them

The field `𝕜` is real or complex, and `V` is any inner product space over it. The functions `f` and `g` assign to each index in `ι` a product and its fit, and `robustMatrix 𝕜 f g` is $R$. `Matrix.gram 𝕜 v` has entries $\langle v_i,v_j\rangle$. The predicate `IsOrthFit K f g` states the normal equations of density fitting: `g` lies in `K`, and `f - g` is orthogonal to every element of `K`.

The Gram difference holds for any index type. The results on quadratic forms and positivity take a finite one, and `PosSemidef` includes the requirement that the matrix be Hermitian. `robustMatrix_projector_posSemidef` also assumes `K.HasOrthogonalProjection`, meaning that every vector has an orthogonal projection on `K`; the span of a finite auxiliary basis satisfies this.

Three points matter when comparing a code with these statements:

- **The metric.** In the common-space theorem, the fit and the matrix use the same inner product. If the coefficients come from an overlap metric and the full robust formula is evaluated with Coulomb integrals, the Gram difference and the positivity criterion still hold, but the common-space theorem does not apply unless the residuals are also Coulomb-orthogonal to the fitting space.
- **The integrals.** The Coulomb repulsion enters as an abstract inner product. The file does not construct it from Gaussians or prove that it is positive definite.
- **The numerics.** Rounding, integral screening and truncated solutions of the normal equations are absent. Each can disturb the orthogonality on which the common-space theorem rests.

The counterexample is a model in the plane, not a molecule. It shows that separate spaces can destroy positivity, not that they always do, and it gives no estimate of how often or how strongly this happens in a calculation.

### The proof, lemma by lemma

`robustMatrix_eq_gram_sub_gram` compares entries, expands the residual inner products with `inner_sub_left` and `inner_sub_right`, and closes the identity with `ring`. `gram_quadraticForm` writes the squared norm as an inner product of two sums and matches the double sums term by term. `robustMatrix_quadraticForm` combines these two results into the difference of squared norms.

In `robustMatrix_posSemidef_iff`, the matrix is Hermitian because it is a difference of two Hermitian matrices. Non-negativity of the quadratic form then becomes an inequality between squared norms, and `sq_le_sq₀` turns it into one between norms, in both directions.

`robustMatrix_common_fit` contains the orthogonality argument. Its `h1` and `h2` are the equations $\langle g_i,f_j-g_j\rangle=0$ and $\langle f_i-g_i,g_j\rangle=0$, and `linear_combination h1 + h2` adds them to obtain $R_{ij}=\langle g_i,g_j\rangle$. The projector theorem then checks that Mathlib's `starProjection` satisfies both conditions of `IsOrthFit`.

For the model, `localFits_isOrthFit` confirms that both fits are orthogonal, each on its own axis, and `robustMatrix_local` computes the four entries. `robustMatrix_local_not_posSemidef` verifies the eigenvector equation and evaluates the quadratic form at the unnormalised vector $(1,-1)$. The value is $-6$, which contradicts positive semidefiniteness.
